# Wigner's sum for $d_{m'm}(\beta)$ as the coefficients of a rotated spinor monomial

To turn a spin $j$ through an angle $\beta$ about the $y$ axis, one replaces its amplitudes $a_m$ by $a'_{m'}=\sum_m d_{m'm}(\beta)\,a_m$. The numbers $d_{m'm}(\beta)$ can be found by a substitution in a monomial in the components $(u,v)$ of a spinor. A function of the components is turned through $\beta$ by evaluating it at the components turned the opposite way, through $-\beta$. With $c=\cos(\beta/2)$ and $s=\sin(\beta/2)$, the substitution is

$$u\to cu+sv,\qquad v\to -su+cv .$$

The same numbers serve for any angular momentum $j$, whether orbital, spin or total, and are the $\beta$-dependent factor of its rotation matrix in $z$-$y$-$z$ Euler angles.

```lean
import Mathlib

open Finset
open scoped Nat

namespace WignerRotationFormula

noncomputable section
```

## Monomials and coefficients

Half-integer spins are handled by the natural numbers $N=2j$, $k=j+m$ and $p=j+m'$, so that $j-m=N-k$ and $j-m'=N-p$. The normalisation is $n_k=\sqrt{k!\,(N-k)!}$.

```lean
/-- The normalisation `sqrt((j+m)! (j-m)!)`, with `N = 2j` and `k = j+m ≤ N`. -/
def monoNorm (N k : ℕ) : ℝ := Real.sqrt ((k ! : ℝ) * ((N - k)! : ℝ))
```

The state with projection $m$ is represented by $f_m=u^kv^{N-k}/n_k$, a function of two complex variables.

```lean
/-- The spin state `f_m = u^(j+m) v^(j-m) / sqrt((j+m)! (j-m)!)` as a function of the two
spinor components, with `N = 2j` and `k = j+m ≤ N`. -/
def spinMonomial (N k : ℕ) (u v : ℂ) : ℂ := u ^ k * v ^ (N - k) / (monoNorm N k : ℂ)
```

Wigner's sum, without its square roots, is

$$W_{pk}=\sum_t\frac{(-1)^{p+t-k}\,c^{\,k+N-p-2t}\,s^{\,p-k+2t}}{(k-t)!\,t!\,(p+t-k)!\,(N-p-t)!},$$

with $t$ running from $\max(0,k-p)$ to $\min(k,N-p)$. Subtraction of natural numbers in Lean stops at zero, so the lower limit is written `k - p`.

```lean
/-- Wigner's alternating sum over `t` from `max(0, m-m')` to `min(j+m, j-m')`,
with `N = 2j`, `p = j+m' ≤ N` and `k = j+m ≤ N`. -/
def wignerSum (N p k : ℕ) (c s : ℝ) : ℝ :=
  ∑ t ∈ Icc (k - p) (min k (N - p)),
    (-1) ^ (p + t - k) * c ^ (k - t + (N - p - t)) * s ^ (p + t - k + t) /
      (((k - t)! : ℝ) * (t ! : ℝ) * ((p + t - k)! : ℝ) * ((N - p - t)! : ℝ))
```

The matrix element is $d_{m'm}=n_kn_pW_{pk}$. Despite its capital letter, `wignerD` is the small $d$, not the full Euler-angle matrix. It is defined by the sum, without reference to the substitution.

```lean
/-- The matrix element `d_m'm(β)` given by Wigner's formula, with `N = 2j`,
`p = j+m' ≤ N` and `k = j+m ≤ N`. -/
def wignerD (N p k : ℕ) (β : ℝ) : ℝ :=
  monoNorm N k * monoNorm N p * wignerSum N p k (Real.cos (β / 2)) (Real.sin (β / 2))
```

Factorials are positive, so $n_k\neq0$ and division by it is safe.

```lean
/-- The normalisation of a spin monomial is not zero. -/
theorem monoNorm_ne_zero (N k : ℕ) : (monoNorm N k : ℂ) ≠ 0 := by
  have h : 0 < monoNorm N k := Real.sqrt_pos.mpr (by positivity)
  exact Complex.ofReal_ne_zero.mpr h.ne'
```

## Expanding the rotated monomial

Take the term with $t$ factors $sv$ from $(cu+sv)^k$ and the term with $r$ factors $-su$ from $(-su+cv)^{N-k}$. With $a=k-t$ and $b=N-k-r$, their product is

$$\frac{k!\,(N-k)!}{a!\,t!\,r!\,b!}\,(-1)^r c^{a+b}s^{r+t}\,u^{a+r}v^{t+b}.$$

The proof writes the binomial coefficients as factorials and leaves the rest to `ring`.

```lean
/-- One product of binomial terms, with the binomial coefficients written as factorials. -/
theorem binomial_term (c s u v : ℂ) (t a r b : ℕ) :
    (s * v) ^ t * (c * u) ^ a * ((t + a).choose t : ℂ) *
      ((-s * u) ^ r * (c * v) ^ b * ((r + b).choose r : ℂ)) =
    ((t + a)! : ℂ) * ((r + b)! : ℂ) *
      ((-1) ^ r * c ^ (a + b) * s ^ (r + t) /
        ((a ! : ℂ) * (t ! : ℂ) * (r ! : ℂ) * (b ! : ℂ))) * (u ^ (a + r) * v ^ (t + b)) := by
  rw [Nat.cast_choose ℂ (Nat.le_add_right t a), Nat.cast_choose ℂ (Nat.le_add_right r b),
    Nat.add_sub_cancel_left, Nat.add_sub_cancel_left, show -s * u = (-1) * (s * u) by ring]
  simp only [mul_pow, pow_add]
  ring
```

The power of $u$ is $p=k-t+r$, hence $r=p+t-k$. The conditions $0\le t\le k$ and $0\le r\le N-k$ become exactly Wigner's limits on $t$. Collecting powers gives

$$(cu+sv)^k(-su+cv)^{N-k}=\sum_{p=0}^{N}k!\,(N-k)!\,W_{pk}\,u^pv^{N-p}.$$

`Finset.sum_bij'` performs this change from $(t,r)$ to $(p,t)$: `omega` checks the limits and the inverse map, and `binomial_term` matches the summands. The identity holds for any real $c$ and $s$.

```lean
/-- Substituting `u → cu + sv`, `v → -su + cv` in `u^(j+m) v^(j-m)` and collecting powers of `u`
gives `(j+m)! (j-m)!` times Wigner's sums as coefficients, for any real `c` and `s`. -/
theorem substitution_expansion {N k : ℕ} (hk : k ≤ N) (c s : ℝ) (u v : ℂ) :
    ((c : ℂ) * u + (s : ℂ) * v) ^ k * (-(s : ℂ) * u + (c : ℂ) * v) ^ (N - k) =
      ∑ p ∈ range (N + 1), (k ! : ℂ) * ((N - k)! : ℂ) * (wignerSum N p k c s : ℂ) *
        (u ^ p * v ^ (N - p)) := by
  rw [add_comm ((c : ℂ) * u), add_pow, add_pow, Finset.sum_mul_sum]
  simp only [wignerSum, Complex.ofReal_sum, Finset.mul_sum, Finset.sum_mul]
  rw [Finset.sum_sigma', Finset.sum_sigma']
  -- the pair (t, r) of binomial indices contributes to the power p = k - t + r of u
  refine Finset.sum_bij' (fun x _ => ⟨k - x.1 + x.2, x.1⟩)
    (fun y _ => ⟨y.2, y.1 + y.2 - k⟩) ?_ ?_ ?_ ?_ ?_
  · rintro ⟨t, r⟩ h
    simp only [mem_sigma, mem_range, mem_Icc] at h ⊢
    omega
  · rintro ⟨p, t⟩ h
    simp only [mem_sigma, mem_range, mem_Icc] at h ⊢
    omega
  · rintro ⟨t, r⟩ h
    simp only [mem_sigma, mem_range] at h
    have e : k - t + r + t - k = r := by omega
    simp only [e]
  · rintro ⟨p, t⟩ h
    simp only [mem_sigma, mem_range, mem_Icc] at h
    have e : k - t + (p + t - k) = p := by omega
    simp only [e]
  · rintro ⟨t, r⟩ h
    simp only [mem_sigma, mem_range] at h
    obtain ⟨a, rfl⟩ : ∃ a, k = t + a := ⟨k - t, by omega⟩
    obtain ⟨b, rfl⟩ : ∃ b, N = t + a + r + b := ⟨N - (t + a) - r, by omega⟩
    have e1 : t + a - t = a := by omega
    have e2 : t + a + r + b - (t + a) = r + b := by omega
    have e3 : r + b - r = b := by omega
    have e4 : t + a + r + b - (a + r) = t + b := by omega
    have e5 : a + r + t - (t + a) = r := by omega
    have e6 : t + b - t = b := by omega
    simp only [e1, e2, e3, e4, e5, e6, Complex.ofReal_mul, Complex.ofReal_div,
      Complex.ofReal_pow, Complex.ofReal_neg, Complex.ofReal_one, Complex.ofReal_natCast]
    linear_combination binomial_term (c : ℂ) (s : ℂ) u v t a r b
```

Now divide by $n_k$. Since $k!\,(N-k)!=n_k^2$ and $u^pv^{N-p}=n_pf_{m'}$, each coefficient becomes $n_kn_pW_{pk}=d_{m'm}$:

$$f_m(cu+sv,\,-su+cv)=\sum_{m'}d_{m'm}(\beta)\,f_{m'}(u,v).$$

The theorem states this for every $k\le N$, real $\beta$ and complex $u,v$.

```lean
/-- **Wigner's formula.** Substituting `u → cu + sv`, `v → -su + cv` with `c = cos(β/2)`,
`s = sin(β/2)` sends `f_m` to `∑ m', d_m'm(β) f_m'`. -/
theorem wigner_formula {N k : ℕ} (hk : k ≤ N) (β : ℝ) (u v : ℂ) :
    spinMonomial N k
      ((Real.cos (β / 2) : ℂ) * u + (Real.sin (β / 2) : ℂ) * v)
      (-(Real.sin (β / 2) : ℂ) * u + (Real.cos (β / 2) : ℂ) * v) =
    ∑ p ∈ range (N + 1), (wignerD N p k β : ℂ) * spinMonomial N p u v := by
  have hsq : (monoNorm N k : ℂ) ^ 2 = (k ! : ℂ) * ((N - k)! : ℂ) := by
    have h : monoNorm N k ^ 2 = (k ! : ℝ) * ((N - k)! : ℝ) := Real.sq_sqrt (by positivity)
    rw [← Complex.ofReal_pow, h]
    simp
  unfold spinMonomial
  rw [substitution_expansion hk, Finset.sum_div]
  refine Finset.sum_congr rfl fun p _ => ?_
  have h1 := monoNorm_ne_zero N k
  have h2 := monoNorm_ne_zero N p
  rw [← hsq]
  simp only [wignerD, Complex.ofReal_mul]
  field_simp
```

For spin 1 prepared in $m=1$, the rotated state is

$$\frac{(cu+sv)^2}{\sqrt2}=c^2f_1+\sqrt2\,cs\,f_0+s^2f_{-1}.$$

At $\beta=\pi/2$ the amplitudes are $\tfrac12,\tfrac1{\sqrt2},\tfrac12$.

The bound $k\le N$ cannot be relaxed even to $k\le N+1$. For $N=0$, $k=1$ and $\beta=0$, the left side is $u$, while the sum over $t$ on the right is empty and gives zero.

Reading the theorem as a statement about a physical spin requires identifying $f_m$ with $|j,m\rangle$ and the substitution with $e^{-i\beta J_y/\hbar}$; that identification is taken from physics here. It relies on the spinor matrix of a turn about $y$ being real, so that its inverse is its transpose. For a turn about another axis, the substitution that keeps $f_m$ as $|j,m\rangle$ uses the transpose of the spinor matrix, not its inverse.

## Symmetries from unique coefficients

Suppose $\sum_p a_pf_p=\sum_p b_pf_p$ for all $u,v$, with $f$ now labelled by $p$. At $v=1$ the polynomial $\sum_p(a_p-b_p)u^p/n_p$ vanishes for every $u$, so each coefficient is zero and $a_p=b_p$.

```lean
/-- The coefficients of an expansion in the spin monomials `f_m` are unique. -/
theorem coefficients_unique {N : ℕ} (a b : ℕ → ℂ)
    (h : ∀ u v : ℂ, ∑ p ∈ range (N + 1), a p * spinMonomial N p u v =
      ∑ p ∈ range (N + 1), b p * spinMonomial N p u v) {p : ℕ} (hp : p ≤ N) : a p = b p := by
  -- at v = 1 the difference is a polynomial in u that vanishes everywhere
  have hP : ∑ q ∈ range (N + 1),
      Polynomial.C ((a q - b q) / (monoNorm N q : ℂ)) * Polynomial.X ^ q = 0 := by
    refine Polynomial.funext fun u => ?_
    have h1 := h u 1
    simp only [spinMonomial, one_pow, mul_one] at h1
    rw [← sub_eq_zero, ← Finset.sum_sub_distrib] at h1
    rw [Polynomial.eval_finsetSum]
    simp only [Polynomial.eval_mul, Polynomial.eval_C, Polynomial.eval_pow, Polynomial.eval_X,
      Polynomial.eval_zero]
    refine Eq.trans (Finset.sum_congr rfl fun q _ => ?_) h1
    ring
  have hc := congrArg (fun q => Polynomial.coeff q p) hP
  simp only [Polynomial.finsetSum_coeff, Polynomial.coeff_C_mul, Polynomial.coeff_X_pow,
    Polynomial.coeff_zero, mul_ite, mul_one, mul_zero, Finset.sum_ite_eq, Finset.mem_range] at hc
  rw [if_pos (by omega)] at hc
  exact sub_eq_zero.mp ((div_eq_zero_iff.mp hc).resolve_right (monoNorm_ne_zero N p))
```

Changing $\beta$ to $-\beta$ changes only the sign of $s$. Its exponent $p-k+2t$ has the parity of $p+k$ in every term, so $d_{m'm}(-\beta)=(-1)^{m'-m}d_{m'm}(\beta)$.

```lean
/-- Reversing the angle gives `d_m'm(-β) = (-1)^(m'-m) d_m'm(β)`; the sign is written with the
exponent `p + k`, which has the parity of `m'-m`. -/
theorem wignerD_neg (N p k : ℕ) (β : ℝ) :
    wignerD N p k (-β) = (-1) ^ (p + k) * wignerD N p k β := by
  have hsign : ∀ a b x y : ℕ, a + 2 * x = b + 2 * y → (-1 : ℝ) ^ a = (-1) ^ b := by
    intro a b x y h
    have h' := congrArg (fun n : ℕ => (-1 : ℝ) ^ n) h
    simpa [pow_add, pow_mul] using h'
  have hsum : ∀ c s : ℝ, wignerSum N p k c (-s) = (-1) ^ (p + k) * wignerSum N p k c s := by
    intro c s
    unfold wignerSum
    rw [Finset.mul_sum]
    refine Finset.sum_congr rfl fun t ht => ?_
    rw [mem_Icc] at ht
    rw [neg_pow s, hsign (p + t - k + t) (p + k) k t (by omega)]
    ring
  unfold wignerD
  rw [neg_div, Real.cos_neg, Real.sin_neg, hsum]
  ring
```

Exchanging the spinor components reverses the projection: $f_{-m}(u,v)=f_m(v,u)$.

```lean
/-- Exchanging the two spinor components turns `f_m` into `f_(-m)`. -/
theorem spinMonomial_swap {N k : ℕ} (hk : k ≤ N) (u v : ℂ) :
    spinMonomial N (N - k) u v = spinMonomial N k v u := by
  unfold spinMonomial monoNorm
  rw [Nat.sub_sub_self hk, mul_comm (u ^ (N - k)), mul_comm ((N - k)! : ℝ)]
```

The same exchange turns a rotation by $\beta$ into one by $-\beta$. Therefore

$$f_{-m}(cu+sv,-su+cv)=\sum_{m'}d_{m'm}(-\beta)\,f_{-m'}(u,v).$$

Comparing coefficients gives $d_{-m',-m}(\beta)=d_{m'm}(-\beta)=(-1)^{m'-m}d_{m'm}(\beta)$. In the proof, `Finset.sum_range_reflect` relabels $m'$ as $-m'$.

```lean
/-- Reversing both projections gives `d_(-m',-m)(β) = (-1)^(m'-m) d_m'm(β)`. -/
theorem wignerD_reverse {N p k : ℕ} (hp : p ≤ N) (hk : k ≤ N) (β : ℝ) :
    wignerD N (N - p) (N - k) β = (-1) ^ (p + k) * wignerD N p k β := by
  rw [← wignerD_neg]
  have key := coefficients_unique (N := N) (fun q => (wignerD N q (N - k) β : ℂ))
    (fun q => (wignerD N (N - q) k (-β) : ℂ)) (fun u v => by
      -- exchanging u and v turns the rotation by β into the rotation by -β
      have h := wigner_formula hk (-β) v u
      rw [← Finset.sum_range_reflect] at h
      rw [← wigner_formula (Nat.sub_le N k) β u v, spinMonomial_swap hk]
      refine Eq.trans ?_ (h.trans (Finset.sum_congr rfl fun q hq => ?_))
      · rw [neg_div, Real.cos_neg, Real.sin_neg, Complex.ofReal_neg]
        congr 1 <;> ring
      · have hq' : q ≤ N := by
          rw [mem_range] at hq
          omega
        rw [Nat.add_sub_cancel, spinMonomial_swap hq']) (Nat.sub_le N p)
  simp only [Nat.sub_sub_self hp] at key
  exact Complex.ofReal_injective key
```

For a half turn $c=0$ and $s=1$, so $u\to v$ and $v\to-u$. Then $f_m$ becomes

$$\frac{v^k(-u)^{N-k}}{n_k}=(-1)^{j-m}f_{-m}.$$

By uniqueness, $d_{m'm}(\pi)$ is $(-1)^{j-m}$ when $m'=-m$ and zero otherwise, with no need to evaluate Wigner's sum.

```lean
/-- For a half turn, `d_m'm(π)` is `(-1)^(j-m)` if `m' = -m` and zero otherwise. -/
theorem wignerD_pi {N p k : ℕ} (hp : p ≤ N) (hk : k ≤ N) :
    wignerD N p k Real.pi = if p = N - k then (-1) ^ (N - k) else 0 := by
  have key := coefficients_unique (N := N) (fun q => (wignerD N q k Real.pi : ℂ))
    (fun q => if q = N - k then (-1) ^ (N - k) else 0) (fun u v => by
      rw [← wigner_formula hk Real.pi u v]
      simp only [ite_mul, zero_mul, Finset.sum_ite_eq', Finset.mem_range]
      rw [if_pos (by omega), spinMonomial_swap hk, Real.cos_pi_div_two, Real.sin_pi_div_two]
      simp only [spinMonomial, Complex.ofReal_zero, Complex.ofReal_one, zero_mul, one_mul,
        zero_add, add_zero, neg_mul]
      rw [neg_pow u]
      ring) hp
  apply Complex.ofReal_injective
  refine key.trans ?_
  split_ifs <;> simp

end

end WignerRotationFormula
```

```lean
#print axioms WignerRotationFormula.coefficients_unique
-- 'WignerRotationFormula.coefficients_unique' depends on axioms: [propext, Classical.choice, Quot.sound]
#print axioms WignerRotationFormula.wignerD_reverse
-- 'WignerRotationFormula.wignerD_reverse' depends on axioms: [propext, Classical.choice, Quot.sound]
#print axioms WignerRotationFormula.wignerD_pi
-- 'WignerRotationFormula.wignerD_pi' depends on axioms: [propext, Classical.choice, Quot.sound]
```
